# A quantum state is at most m times its pinching by m projectors

## States, projectors and lost coherence

A state is modelled here as any positive semidefinite complex matrix ρ, with no condition on its trace. Take m Hermitian matrices P_i with ∑_i P_i = 1. If they are orthogonal projectors, they describe a measurement, and measuring and forgetting the outcome turns ρ into the pinched state

Δ(ρ) = ∑_i P_i ρ P_i,

which has lost the coherences between the subspaces. Hayashi's pinching inequality limits this change:

ρ ≤ m Δ(ρ),

where A ≤ B means that B − A is positive semidefinite. In finite dimension, no outcome of a later measurement is therefore more than m times as probable in ρ as in the dephased state.

## The inequality from pairwise differences

Take any square matrices K_1, …, K_m and expand

(K_i − K_j)† ρ (K_i − K_j) = K_i†ρK_i + K_j†ρK_j − K_i†ρK_j − K_j†ρK_i.

Summed over i and j, the first two terms each give m ∑_i K_i†ρK_i, and the last two each give (∑_i K_i)† ρ (∑_i K_i). Hence

∑_ij (K_i − K_j)† ρ (K_i − K_j) = 2 [ m ∑_i K_i†ρK_i − (∑_i K_i)† ρ (∑_i K_i) ].

Every term on the left is positive semidefinite, since x†A†ρAx = (Ax)†ρ(Ax) ≥ 0. So the bracket is too. Setting K_i = P_i turns it into m Δ(ρ) − ρ. Sandwiching this between M and M†, for any matrix M of fitting size, and taking the trace gives

tr(MρM†) ≤ m tr(MΔ(ρ)M†).

The factor m matters: ρ ≤ Δ(ρ) is false in general, although pinching only deletes off-diagonal blocks. For the qubit state |+⟩⟨+| pinched in the basis |0⟩, |1⟩, Δ(ρ) − ρ has eigenvalues 1/2 and −1/2.

## A superposition that needs the full factor m

Let the P_i also be nonzero and pairwise orthogonal, with m ≥ 1. Then P_i = P_i ∑_j P_j = P_i², so normalising some nonzero P_i w gives a unit vector u_i with P_i u_i = u_i. Put v = ∑_i u_i and ρ = vv†. Orthogonality gives

P_i v = u_i, v†u_i = (P_i v)†u_i = 1, v†v = m.

Therefore v†ρv = m² and v†Δ(ρ)v = ∑_i |v†u_i|² = m. If cΔ(ρ) − ρ is positive semidefinite, then cm − m² ≥ 0, so c ≥ m. For the normalised state v/√m the two expectation values are 1 and 1/m.

Conversely, if c ≥ m, then

cΔ(ρ) − ρ = (c − m)Δ(ρ) + (mΔ(ρ) − ρ)

is a sum of positive semidefinite matrices.

## What the Lean statements say

The type `n` labels basis states, `ι` labels the operators, and `Fintype.card ι` is m. `pinch P ρ` is Δ(ρ), `ᴴ` is the adjoint, and `PosSemidef` expresses positivity.

`pinching_inequality` assumes only that the P_i are Hermitian and sum to 1; without orthogonality, `pinch` need not preserve the trace. `pinching_constant_optimal` adds orthogonality and `h0`, which excludes zero operators: these would raise m without changing Δ. Its constant c must serve every ρ; a particular state may allow a smaller one.

```lean
import Mathlib

open Matrix
open scoped ComplexOrder

namespace PinchingInequality

noncomputable section

variable {n ι : Type*} [Fintype n] [DecidableEq n] [Fintype ι]

/-- The pinching map sends `ρ` to the sum of the blocks `P i * ρ * P i`. -/
def pinch (P : ι → Matrix n n ℂ) (ρ : Matrix n n ℂ) : Matrix n n ℂ :=
  ∑ i, P i * ρ * P i

/-- The projector onto the basis state `i`, as a diagonal matrix. -/
def basisProjector (i : n) : Matrix n n ℂ :=
  Matrix.diagonal fun k => if k = i then 1 else 0

omit [DecidableEq n] in
/-- The sandwiches of `ρ` by all differences `K i - K j` add up to twice the gap between
`m` times the incoherent sum and the coherent sum, `m` being the number of operators. -/
theorem sum_differences (K : ι → Matrix n n ℂ) (ρ : Matrix n n ℂ) :
    ∑ i, ∑ j, (K i - K j)ᴴ * ρ * (K i - K j) =
      (2 : ℂ) • ((Fintype.card ι : ℂ) • ∑ i, (K i)ᴴ * ρ * K i
        - (∑ i, K i)ᴴ * ρ * ∑ i, K i) := by
  have h : ∀ i j, (K i - K j)ᴴ * ρ * (K i - K j) =
      (K i)ᴴ * ρ * K i + (K j)ᴴ * ρ * K j - (K i)ᴴ * ρ * K j - (K j)ᴴ * ρ * K i := by
    intro i j
    rw [conjTranspose_sub]
    noncomm_ring
  have hd : (∑ i, K i)ᴴ * ρ * ∑ i, K i = ∑ i, ∑ j, (K i)ᴴ * ρ * K j := by
    rw [conjTranspose_sum, Finset.sum_mul, Finset.sum_mul]
    simp only [Finset.mul_sum]
  have hc : ∑ i, ∑ j, (K j)ᴴ * ρ * K i = ∑ i, ∑ j, (K i)ᴴ * ρ * K j :=
    Finset.sum_comm
  simp only [h, Finset.sum_sub_distrib, Finset.sum_add_distrib, Finset.sum_const,
    Finset.card_univ]
  rw [hc, hd, ← Finset.smul_sum, ← Nat.cast_smul_eq_nsmul ℂ]
  module

omit [DecidableEq n] in
/-- For `m` operators `K i` acting on a positive semidefinite `ρ`, the coherent sum is at most
`m` times the incoherent sum. -/
theorem coherent_le_incoherent {ρ : Matrix n n ℂ} (hρ : ρ.PosSemidef)
    (K : ι → Matrix n n ℂ) :
    ((Fintype.card ι : ℂ) • ∑ i, (K i)ᴴ * ρ * K i
      - (∑ i, K i)ᴴ * ρ * ∑ i, K i).PosSemidef := by
  have hsum : (∑ i, ∑ j, (K i - K j)ᴴ * ρ * (K i - K j)).PosSemidef :=
    posSemidef_sum _ fun i _ => posSemidef_sum _ fun j _ =>
      hρ.conjTranspose_mul_mul_same (K i - K j)
  have hhalf : (0 : ℂ) ≤ ((2⁻¹ : ℝ) : ℂ) := Complex.zero_le_real.2 (by norm_num)
  have h := hsum.smul hhalf
  rw [sum_differences, smul_smul] at h
  have h2 : ((2⁻¹ : ℝ) : ℂ) * 2 = 1 := by norm_num
  rwa [h2, one_smul] at h

/-- **Pinching inequality.** For `m` Hermitian operators summing to the identity, in particular
for the projectors of a measurement, `m` times the pinched state minus the state is positive
semidefinite. -/
theorem pinching_inequality {P : ι → Matrix n n ℂ} (hH : ∀ i, (P i).IsHermitian)
    (hsum : ∑ i, P i = 1) {ρ : Matrix n n ℂ} (hρ : ρ.PosSemidef) :
    ((Fintype.card ι : ℂ) • pinch P ρ - ρ).PosSemidef := by
  have hP : ∀ i, (P i)ᴴ = P i := fun i => (hH i).eq
  have h := coherent_le_incoherent hρ P
  rw [hsum, conjTranspose_one, one_mul, mul_one] at h
  simp only [hP] at h
  exact h

/-- For `m` Hermitian operators summing to the identity and a positive semidefinite `ρ`, the weight
`tr (M ρ Mᴴ)` of an outcome with measurement operator `M` is at most `m` times the weight of the
same outcome in the pinched state. -/
theorem outcome_weight_le {k : Type*} [Fintype k] {P : ι → Matrix n n ℂ}
    (hH : ∀ i, (P i).IsHermitian) (hsum : ∑ i, P i = 1) {ρ : Matrix n n ℂ}
    (hρ : ρ.PosSemidef) (M : Matrix k n ℂ) :
    (M * ρ * Mᴴ).trace.re ≤ Fintype.card ι * (M * pinch P ρ * Mᴴ).trace.re := by
  have h := ((pinching_inequality hH hsum hρ).mul_mul_conjTranspose_same M).trace_nonneg
  rw [Matrix.mul_sub, Matrix.sub_mul, Matrix.mul_smul, Matrix.smul_mul, trace_sub,
    trace_smul] at h
  have h1 := (Complex.le_def.1 h).1
  simp only [smul_eq_mul, Complex.sub_re, Complex.mul_re, Complex.natCast_re,
    Complex.natCast_im, Complex.zero_re, zero_mul, sub_zero] at h1
  linarith

/-- Pairwise orthogonal operators that sum to the identity are idempotent. -/
theorem idempotent_of_orthogonal {P : ι → Matrix n n ℂ}
    (horth : ∀ i j, i ≠ j → P i * P j = 0) (hsum : ∑ i, P i = 1) (i : ι) :
    P i * P i = P i := by
  calc P i * P i = ∑ j, P i * P j :=
        (Finset.sum_eq_single i (fun j _ hj => horth i j hj.symm) (by simp)).symm
    _ = P i := by rw [← Finset.mul_sum, hsum, mul_one]

/-- A nonzero idempotent matrix leaves some unit vector unchanged. -/
theorem exists_fixed_unit_vector {Q : Matrix n n ℂ} (hQ : Q * Q = Q) (h0 : Q ≠ 0) :
    ∃ u : n → ℂ, Q *ᵥ u = u ∧ star u ⬝ᵥ u = 1 := by
  obtain ⟨w, hw⟩ : ∃ w, Q *ᵥ w ≠ 0 := by
    by_contra! h
    apply h0
    ext i j
    have := congrFun (h (Pi.single j 1)) i
    simpa using this
  obtain ⟨r, hr0, hr⟩ : ∃ r : ℝ, 0 ≤ r ∧ star (Q *ᵥ w) ⬝ᵥ (Q *ᵥ w) = (r : ℂ) := by
    refine ⟨∑ i, Complex.normSq ((Q *ᵥ w) i),
      Finset.sum_nonneg fun i _ => Complex.normSq_nonneg _, ?_⟩
    rw [Complex.ofReal_sum]
    exact Finset.sum_congr rfl fun i _ => Complex.normSq_eq_conj_mul_self.symm
  have hpos : 0 < r := by
    refine lt_of_le_of_ne hr0 fun h => hw ?_
    apply dotProduct_star_self_eq_zero.1
    rw [hr, ← h, Complex.ofReal_zero]
  obtain ⟨s, hs, hrs⟩ : ∃ s : ℝ, 0 < s ∧ s * s = r :=
    ⟨√r, Real.sqrt_pos.2 hpos, Real.mul_self_sqrt hpos.le⟩
  -- normalise the vector `Q w`
  refine ⟨((s⁻¹ : ℝ) : ℂ) • (Q *ᵥ w), ?_, ?_⟩
  · rw [mulVec_smul, mulVec_mulVec, hQ]
  · have h1 : s⁻¹ * (s⁻¹ * r) = 1 := by
      rw [← hrs]
      field_simp
    have hstar : star ((s⁻¹ : ℝ) : ℂ) = ((s⁻¹ : ℝ) : ℂ) := Complex.conj_ofReal _
    rw [star_smul, smul_dotProduct, dotProduct_smul, hr, hstar, smul_eq_mul, smul_eq_mul]
    exact_mod_cast h1

/-- For `m ≥ 1` nonzero orthogonal projectors summing to the identity, a real constant `c` satisfies
the pinching inequality for every positive semidefinite `ρ` exactly when `m ≤ c`. -/
theorem pinching_constant_optimal [Nonempty ι] {P : ι → Matrix n n ℂ}
    (hH : ∀ i, (P i).IsHermitian) (horth : ∀ i j, i ≠ j → P i * P j = 0)
    (hsum : ∑ i, P i = 1) (h0 : ∀ i, P i ≠ 0) (c : ℝ) :
    (∀ ρ : Matrix n n ℂ, ρ.PosSemidef → ((c : ℂ) • pinch P ρ - ρ).PosSemidef) ↔
      (Fintype.card ι : ℝ) ≤ c := by
  constructor
  · intro h
    choose u hu hu1 using fun i =>
      exists_fixed_unit_vector (idempotent_of_orthogonal horth hsum i) (h0 i)
    -- the equal superposition of one unit vector from each subspace
    obtain ⟨v, hv⟩ : ∃ v, v = ∑ j, u j := ⟨_, rfl⟩
    have hPv : ∀ i, P i *ᵥ v = u i := by
      intro i
      have h1 : P i *ᵥ v = ∑ j, P i *ᵥ u j := by
        rw [hv]
        exact map_sum (P i).mulVecLin u Finset.univ
      rw [h1, Finset.sum_eq_single i, hu i]
      · intro j _ hj
        rw [← hu j, mulVec_mulVec, horth i j hj.symm, zero_mulVec]
      · simp
    have hvu : ∀ i, star v ⬝ᵥ u i = 1 := by
      intro i
      have h1 : star v ᵥ* P i = star (u i) := by
        rw [← hPv i, star_mulVec, (hH i).eq]
      calc star v ⬝ᵥ u i = star v ⬝ᵥ (P i *ᵥ u i) := by rw [hu i]
        _ = 1 := by rw [dotProduct_mulVec, h1, hu1 i]
    have hvv : star v ⬝ᵥ v = (Fintype.card ι : ℂ) := by
      calc star v ⬝ᵥ v = star v ⬝ᵥ ∑ j, u j := by rw [← hv]
        _ = (Fintype.card ι : ℂ) := by
          rw [dotProduct_sum]
          simp [hvu]
    have hρ : ∀ x, vecMulVec v (star v) *ᵥ x = (star v ⬝ᵥ x) • v := by
      intro x
      ext i
      simp only [mulVec, dotProduct, vecMulVec_apply, Pi.smul_apply, smul_eq_mul,
        Finset.sum_mul]
      exact Finset.sum_congr rfl fun j _ => by ring
    have hpinch : star v ⬝ᵥ (pinch P (vecMulVec v (star v)) *ᵥ v) =
        (Fintype.card ι : ℂ) := by
      unfold pinch
      rw [sum_mulVec, dotProduct_sum]
      have h1 : ∀ i, star v ⬝ᵥ ((P i * vecMulVec v (star v) * P i) *ᵥ v) = 1 := by
        intro i
        rw [← mulVec_mulVec, ← mulVec_mulVec, hPv, hρ, hvu, one_smul, hPv, hvu]
      simp only [h1]
      simp
    -- compare both sides in the superposition itself
    have hq := (h _ (posSemidef_vecMulVec_self_star v)).dotProduct_mulVec_nonneg v
    rw [sub_mulVec, smul_mulVec, dotProduct_sub, dotProduct_smul, hpinch, hρ,
      dotProduct_smul, hvv, smul_eq_mul, smul_eq_mul] at hq
    have hq' : 0 ≤ c * (Fintype.card ι : ℝ) - Fintype.card ι * Fintype.card ι := by
      exact_mod_cast hq
    have hm : (0 : ℝ) < Fintype.card ι := by exact_mod_cast Fintype.card_pos
    by_contra! hlt
    nlinarith
  · intro hc ρ hρ
    have hΦ : (pinch P ρ).PosSemidef := by
      refine posSemidef_sum _ fun i _ => ?_
      have h1 := hρ.conjTranspose_mul_mul_same (P i)
      rwa [(hH i).eq] at h1
    have hd : (0 : ℂ) ≤ ((c - Fintype.card ι : ℝ) : ℂ) :=
      Complex.zero_le_real.2 (by linarith)
    have h2 := (hΦ.smul hd).add (pinching_inequality hH hsum hρ)
    convert h2 using 1
    push_cast
    module

/-- The projectors onto the basis states are Hermitian, pairwise orthogonal, nonzero and sum
to the identity. -/
theorem basisProjector_witness :
    (∀ i : n, (basisProjector i).IsHermitian) ∧
    (∀ i j : n, i ≠ j → basisProjector i * basisProjector j = 0) ∧
    ∑ i : n, basisProjector i = 1 ∧ ∀ i : n, basisProjector i ≠ 0 := by
  refine ⟨fun i => ?_, fun i j hij => ?_, ?_, fun i h => ?_⟩
  · unfold basisProjector
    rw [IsHermitian, diagonal_conjTranspose]
    congr 1
    ext k
    by_cases h : k = i <;> simp [h]
  · unfold basisProjector
    rw [diagonal_mul_diagonal, ← diagonal_zero]
    congr 1
    ext k
    by_cases h : k = i <;> simp [h, hij]
  · ext a b
    rcases eq_or_ne a b with rfl | h
    · simp [basisProjector, Matrix.sum_apply]
    · simp [basisProjector, Matrix.sum_apply, h]
  · have h1 := congrFun (congrFun h i) i
    simp [basisProjector] at h1

end

end PinchingInequality
```

```lean
#print axioms PinchingInequality.pinching_inequality
#print axioms PinchingInequality.outcome_weight_le
#print axioms PinchingInequality.pinching_constant_optimal
```

```
'PinchingInequality.pinching_inequality' depends on axioms: [propext, Classical.choice, Quot.sound]
'PinchingInequality.outcome_weight_le' depends on axioms: [propext, Classical.choice, Quot.sound]
'PinchingInequality.pinching_constant_optimal' depends on axioms: [propext, Classical.choice, Quot.sound]
```

## How the proof follows the algebra

`sum_differences` is the double-sum identity. `noncomm_ring` expands each term without commuting matrices, `Finset.sum_comm` identifies the two cross sums, and `module` collects the coefficients. `coherent_le_incoherent` adds positivity and halves; `pinching_inequality` specialises to P_i, and `outcome_weight_le` takes the trace.

For optimality, `idempotent_of_orthogonal` and `exists_fixed_unit_vector` supply the u_i. Inside the main proof, `hPv`, `hvu`, `hvv` and `hpinch` are the relations for v, and `nlinarith` draws m ≤ c from the final inequality. `basisProjector_witness` shows that the projectors onto the basis states meet the conditions on P.

## Positivity under a sandwich

The inequality turns on Mathlib's `conjTranspose_mul_mul_same`: if ρ is positive semidefinite, so is Bᴴ ρ B for every matrix B of fitting size. B need be neither Hermitian nor invertible, so `K i - K j` can be inserted directly, and `posSemidef_sum` carries positivity through both sums. The same lemma shows that the pinched state is positive. Its mirror image, `mul_mul_conjTranspose_same`, gives the positivity of M (m Δ(ρ) − ρ) Mᴴ in `outcome_weight_le`, where M may be rectangular.
